# Separating occupied from unoccupied states in a broadened core spectrum with a contour integral, for finitely many levels

**Question**

When I compute an X-ray absorption spectrum from a Green function, I have to take out the transitions into occupied states, because the core electron can't go there. Cutting the broadened curve at the Fermi level isn't the same thing: the occupied lines have Lorentzian tails that reach above it. What I do is integrate around a circle that encloses the occupied energies. With

G(s) = Σ_i w_i / (s − e_i)

I take

(1/(2πi)) ∮ G(s) / (z − s) ds

and subtract it from G(z), where z is the photon energy scale plus an imaginary broadening. The integral is supposed to be exactly the occupied part of G(z). Does that hold for every z, and what happens if z ends up inside the circle? I'd like to see a rigorous proof, checked in Lean.

**Answer**

It holds for z outside the closed disc, provided that the sum is finite, the circle encloses all the occupied e_i and none of the unoccupied ones, and no e_i lies on the circle. If z is inside, the same integral gives minus the unoccupied part, so the subtraction has to be replaced by a change of sign. Both cases are proved in the file below, together with the resulting sum of Lorentzian lines.

### One pole at a time

Let the circle have centre c and radius R > 0 and be traversed anticlockwise. For a point a off the circle, write

J(a) = ∮ ds / (s − a).

If a is outside, 1/(s − a) is analytic on the whole closed disc, and Cauchy's theorem gives J(a) = 0. If a is inside, the contour can be shrunk to a small circle s = a + ρ exp(iθ) around a. There ds = iρ exp(iθ) dθ, so the integrand becomes i dθ and J(a) = 2πi.

Now take a single term of G, with weight w and pole a, and suppose first that a ≠ z. Since (z − s) + (s − a) = z − a,

1/((s − a)(z − s)) = (1/(z − a)) · [1/(s − a) + 1/(z − s)]

and therefore

∮ w/((s − a)(z − s)) ds = (w/(z − a)) · [J(a) − J(z)].

If a = z, the integrand is −w/(s − a)². It has the single-valued primitive w/(s − a) along the circle, so the integral over the closed path is zero.

For z outside, J(z) = 0, and there are two cases:

- A pole inside has J(a) = 2πi. After division by 2πi it contributes w/(z − a).
- A pole outside has J(a) = 0 and contributes nothing, also when it coincides with z.

The integral of a finite sum is the sum of the integrals, so

(1/(2πi)) ∮ G(s)/(z − s) ds = Σ_{e_i inside} w_i/(z − e_i).

For R = 0 the path is a point and the open disc is empty, so both sides are zero.

For z inside, J(z) = 2πi. A pole inside now gives 2πi − 2πi = 0, and a pole outside gives 0 − 2πi. The integral is then

−Σ_{e_i outside} w_i/(z − e_i).

### The absorption lines that remain

Let the w_i and e_i be real and let z = E + iγ with γ > 0, outside the closed disc. Subtracting the contour integral from G(z) leaves the terms with e_i outside. For each of them,

w_i/(E − e_i + iγ) = w_i (E − e_i − iγ) / ((E − e_i)² + γ²)

and so

−(1/π) Im [w_i/(z − e_i)] = w_i · (γ/π) / ((E − e_i)² + γ²).

This is a Lorentzian centred at e_i with half-width γ, multiplied by the weight. The constant γ is put in by hand; it stands for the finite lifetime of the core hole.

### The Lean file

```lean
import Mathlib

open Complex Metric
open scoped Classical

namespace CoreSpectraContour

noncomputable section

variable {ι : Type*} [Fintype ι]

/-- The spectral function `G(s) = ∑ w_i / (s - e_i)` with weights `w_i` and poles `e_i`,
for `s` different from every `e_i`. -/
def poleSum (w e : ι → ℂ) (s : ℂ) : ℂ := ∑ i, w i / (s - e i)

/-- The contour integral `(1 / 2πi) ∮ G(s) / (z - s) ds` over the positively oriented circle
with centre `c` and radius `R`, for `z` off the circle. -/
def contourFilter (G : ℂ → ℂ) (c : ℂ) (R : ℝ) (z : ℂ) : ℂ :=
  (2 * Real.pi * I)⁻¹ * ∮ s in C(c, R), G s / (z - s)

/-- The normalised Lorentzian line at energy `x` with half-width `γ`, for `γ > 0`. -/
def lorentzian (γ E x : ℝ) : ℝ := γ / Real.pi / ((E - x) ^ 2 + γ ^ 2)

/-- The integral of `1 / (s - a)` around the circle is zero if `a` is outside the closed disc. -/
theorem integral_pole_outside {c a : ℂ} {R : ℝ} (hR : 0 ≤ R) (ha : a ∉ closedBall c R) :
    (∮ s in C(c, R), (s - a)⁻¹) = 0 := by
  have hne : ∀ s ∈ closedBall c R, s - a ≠ 0 :=
    fun s hs h => ha (sub_eq_zero.mp h ▸ hs)
  refine Complex.circleIntegral_eq_zero_of_differentiable_on_off_countable hR
    Set.countable_empty ?_ ?_
  · exact ContinuousOn.inv₀ (by fun_prop) hne
  · intro s hs
    exact DifferentiableAt.inv (by fun_prop) (hne s (ball_subset_closedBall hs.1))

/-- Partial fractions under the integral: for distinct points `a` and `z` off the circle, the
integral of `w / ((s - a)(z - s))` is `w / (z - a)` times the difference of the two simple-pole
integrals. -/
theorem integral_two_poles {c a z : ℂ} {R : ℝ} (hR : 0 ≤ R) (ha : a ∉ sphere c R)
    (hz : z ∉ sphere c R) (haz : a ≠ z) (w : ℂ) :
    (∮ s in C(c, R), w / (s - a) / (z - s)) =
      w / (z - a) * ((∮ s in C(c, R), (s - a)⁻¹) - ∮ s in C(c, R), (s - z)⁻¹) := by
  have hint : ∀ b ∉ sphere c R, CircleIntegrable (fun s => (s - b)⁻¹) c R := fun b hb =>
    ContinuousOn.circleIntegrable hR
      (ContinuousOn.inv₀ (by fun_prop) (fun s hs h => hb (sub_eq_zero.mp h ▸ hs)))
  rw [← circleIntegral.integral_sub (hint a ha) (hint z hz),
    ← circleIntegral.integral_const_mul]
  refine circleIntegral.integral_congr hR fun s hs => ?_
  change w / (s - a) / (z - s) = w / (z - a) * ((s - a)⁻¹ - (s - z)⁻¹)
  have h1 : (s - a) * (s - a)⁻¹ = 1 :=
    mul_inv_cancel₀ (fun h => ha (sub_eq_zero.mp h ▸ hs))
  have h2 : (z - s) * (z - s)⁻¹ = 1 :=
    mul_inv_cancel₀ (fun h => hz ((sub_eq_zero.mp h).symm ▸ hs))
  have h3 : (z - a) * (z - a)⁻¹ = 1 := mul_inv_cancel₀ (sub_ne_zero.mpr haz.symm)
  rw [← neg_sub z s, inv_neg]
  linear_combination (-(w * (s - a)⁻¹ * (z - s)⁻¹)) * h3
    + w * (z - a)⁻¹ * (s - a)⁻¹ * h2 + w * (z - a)⁻¹ * (z - s)⁻¹ * h1

/-- If two points off the circle have equal simple-pole integrals, the integral of
`w / ((s - a)(z - s))` vanishes, also when the two points coincide. -/
theorem integral_same_side {c a z : ℂ} {R : ℝ} (hR : 0 ≤ R) (ha : a ∉ sphere c R)
    (hz : z ∉ sphere c R) (w : ℂ)
    (h : (∮ s in C(c, R), (s - a)⁻¹) = ∮ s in C(c, R), (s - z)⁻¹) :
    (∮ s in C(c, R), w / (s - a) / (z - s)) = 0 := by
  by_cases haz : a = z
  · -- the pure power `(s - a)⁻²` has zero residue at `a`
    subst haz
    have hf : (fun s : ℂ => w / (s - a) / (a - s)) =
        fun s => -w * (s - a) ^ (-2 : ℤ) := by
      funext s
      have h2 : (s - a) ^ (-2 : ℤ) = ((s - a) * (s - a))⁻¹ := by
        rw [zpow_neg, zpow_ofNat, sq]
      rw [h2, ← neg_sub s a, div_neg, div_div, div_eq_mul_inv, neg_mul]
    rw [hf, circleIntegral.integral_const_mul,
      circleIntegral.integral_sub_zpow_of_ne (by norm_num), mul_zero]
  · rw [integral_two_poles hR ha hz haz, h, sub_self, mul_zero]

/-- With no pole and not `z` on the circle, the contour integral of the spectral function is
the sum of the contour integrals of its single terms. -/
theorem contourFilter_poleSum {w e : ι → ℂ} {c z : ℂ} {R : ℝ} (hR : 0 ≤ R)
    (he : ∀ i, e i ∉ sphere c R) (hz : z ∉ sphere c R) :
    contourFilter (poleSum w e) c R z =
      ∑ i, (2 * Real.pi * I)⁻¹ * ∮ s in C(c, R), w i / (s - e i) / (z - s) := by
  have hint : ∀ i, CircleIntegrable (fun s => w i / (s - e i) / (z - s)) c R := fun i =>
    ContinuousOn.circleIntegrable hR
      (ContinuousOn.div
        (ContinuousOn.div (by fun_prop) (by fun_prop)
          (fun s hs h => he i (sub_eq_zero.mp h ▸ hs)))
        (by fun_prop) (fun s hs h => hz ((sub_eq_zero.mp h).symm ▸ hs)))
  rw [contourFilter, ← Finset.mul_sum]
  congr 1
  simp only [circleIntegral, poleSum, Finset.sum_div, Finset.smul_sum]
  exact intervalIntegral.integral_finsetSum fun i _ => (hint i).out

/-- With no pole on the circle and `z` outside the closed disc, the contour integral equals the
sum of `w_i / (z - e_i)` over the poles inside the circle. -/
theorem contourFilter_eq_inside {w e : ι → ℂ} {c z : ℂ} {R : ℝ} (hR : 0 ≤ R)
    (he : ∀ i, e i ∉ sphere c R) (hz : z ∉ closedBall c R) :
    contourFilter (poleSum w e) c R z = ∑ i with e i ∈ ball c R, w i / (z - e i) := by
  have hzs : z ∉ sphere c R := fun h => hz (sphere_subset_closedBall h)
  rw [contourFilter_poleSum hR he hzs, Finset.sum_filter]
  refine Finset.sum_congr rfl fun i _ => ?_
  by_cases hi : e i ∈ ball c R
  · have hne : e i ≠ z := fun h => hz (h ▸ ball_subset_closedBall hi)
    rw [if_pos hi, integral_two_poles hR (he i) hzs hne,
      circleIntegral.integral_sub_inv_of_mem_ball hi, integral_pole_outside hR hz, sub_zero,
      mul_comm (w i / (z - e i)), inv_mul_cancel_left₀ Complex.two_pi_I_ne_zero]
  · have ho : e i ∉ closedBall c R := fun h => hi (mem_ball.mpr
      (lt_of_le_of_ne (mem_closedBall.mp h) (fun h' => he i (mem_sphere.mpr h'))))
    rw [if_neg hi, integral_same_side hR (he i) hzs (w i)
      (by rw [integral_pole_outside hR ho, integral_pole_outside hR hz]), mul_zero]

/-- With no pole on the circle and `z` inside it, the same contour integral equals minus the
sum of `w_i / (z - e_i)` over the poles outside. -/
theorem contourFilter_eq_neg_outside {w e : ι → ℂ} {c z : ℂ} {R : ℝ}
    (he : ∀ i, e i ∉ sphere c R) (hz : z ∈ ball c R) :
    contourFilter (poleSum w e) c R z = -∑ i with e i ∉ ball c R, w i / (z - e i) := by
  have hR : 0 ≤ R := (dist_nonneg.trans_lt (mem_ball.mp hz)).le
  have hzs : z ∉ sphere c R := fun h => (mem_ball.mp hz).ne (mem_sphere.mp h)
  rw [contourFilter_poleSum hR he hzs, Finset.sum_filter, ← Finset.sum_neg_distrib]
  refine Finset.sum_congr rfl fun i _ => ?_
  by_cases hi : e i ∈ ball c R
  · rw [if_neg (not_not.mpr hi), integral_same_side hR (he i) hzs (w i)
      (by rw [circleIntegral.integral_sub_inv_of_mem_ball hi,
        circleIntegral.integral_sub_inv_of_mem_ball hz]), mul_zero, neg_zero]
  · have ho : e i ∉ closedBall c R := fun h => hi (mem_ball.mpr
      (lt_of_le_of_ne (mem_closedBall.mp h) (fun h' => he i (mem_sphere.mpr h'))))
    have hne : e i ≠ z := fun h => hi (h.symm ▸ hz)
    rw [if_pos hi, integral_two_poles hR (he i) hzs hne, integral_pole_outside hR ho,
      circleIntegral.integral_sub_inv_of_mem_ball hz, zero_sub, mul_neg, mul_neg,
      mul_comm (w i / (z - e i)), inv_mul_cancel_left₀ Complex.two_pi_I_ne_zero]

/-- For real energies off the circle, real weights and `z = E + iγ` outside the closed disc with
`γ > 0`, subtracting the contour integral from `G(z)` and taking `-Im/π` leaves the Lorentzian lines
of the states outside the circle, each multiplied by its weight and summed; every line shape
(without its weight) is strictly positive. -/
theorem absorption_eq_lorentzian_sum {w e : ι → ℝ} {c : ℂ} {R E γ : ℝ} (hR : 0 ≤ R)
    (hγ : 0 < γ) (he : ∀ i, (e i : ℂ) ∉ sphere c R)
    (hz : (E + γ * I : ℂ) ∉ closedBall c R) :
    -(1 / Real.pi) * (poleSum (fun i => (w i : ℂ)) (fun i => (e i : ℂ)) (E + γ * I)
        - contourFilter (poleSum (fun i => (w i : ℂ)) (fun i => (e i : ℂ))) c R
            (E + γ * I)).im
      = ∑ i with (e i : ℂ) ∉ ball c R, w i * lorentzian γ E (e i)
    ∧ ∀ i, 0 < lorentzian γ E (e i) := by
  refine ⟨?_, fun i => by unfold lorentzian; positivity⟩
  -- removing the inside poles leaves the outside ones
  have h := Finset.sum_filter_add_sum_filter_not Finset.univ
    (fun i => (e i : ℂ) ∈ ball c R) (fun i => (w i : ℂ) / (E + γ * I - e i))
  rw [contourFilter_eq_inside hR he hz, poleSum, ← h, add_sub_cancel_left,
    Complex.im_sum, Finset.mul_sum]
  refine Finset.sum_congr rfl fun i _ => ?_
  -- `-Im/π` of a single term is its weight times a Lorentzian
  have hre : (E + γ * I - e i : ℂ).re = E - e i := by simp
  have him : (E + γ * I - e i : ℂ).im = γ := by simp
  rw [Complex.div_im, Complex.normSq_apply, hre, him, Complex.ofReal_re, Complex.ofReal_im,
    lorentzian]
  ring

end

end CoreSpectraContour
```

```lean
#print axioms CoreSpectraContour.contourFilter_poleSum
#print axioms CoreSpectraContour.contourFilter_eq_neg_outside
#print axioms CoreSpectraContour.absorption_eq_lorentzian_sum
```

```
'CoreSpectraContour.contourFilter_poleSum' depends on axioms: [propext, Classical.choice, Quot.sound]
'CoreSpectraContour.contourFilter_eq_neg_outside' depends on axioms: [propext, Classical.choice, Quot.sound]
'CoreSpectraContour.absorption_eq_lorentzian_sum' depends on axioms: [propext, Classical.choice, Quot.sound]
```

### What the definitions and theorems say

The index type `ι` is finite and labels the one-electron states, occupied and unoccupied. The function `poleSum` is the G of your question; the docstrings call it the spectral function, a name that is more commonly used for −Im G/π. In `poleSum w e s`, the number `w i` is the weight of state i, in practice the squared modulus of the dipole matrix element between the core orbital and that state, and `e i` is its energy, measured from the core level so that it is on the same scale as the photon energy. The theorems don't use where the weights come from: in the general statements they are arbitrary complex numbers, and so are the poles. Degenerate levels are allowed.

`contourFilter G c R z` is the integral from your question, with the prefactor 1/(2πi) included and the positive orientation fixed by Mathlib's circle integral. The sets `ball c R`, `sphere c R` and `closedBall c R` are the open disc, the circle and the closed disc.

"Occupied" therefore means `e i ∈ ball c R`. No Fermi level or electron number appears; it is up to you to place the circle so that it encloses the occupied energies and no others. The hypothesis `he`, that no pole lies on the circle, says physically that the circle doesn't cross the real axis at the energy of a level.

`contourFilter_eq_inside` is the claim you asked about. It assumes `0 ≤ R`, `he`, and that z is not in the closed disc. `contourFilter_eq_neg_outside` is the companion for z in the open disc.

`absorption_eq_lorentzian_sum` specialises to real weights and energies and to z = E + iγ outside the closed disc. Its first part identifies −Im/π of the difference with the sum of `w i * lorentzian γ E (e i)` over the states outside the circle. Its second part says that every `lorentzian γ E (e i)` is strictly positive. The spectrum itself is then non-negative if the weights are, as squared matrix elements are.

The position of z matters in practice. If the circle is centred on the real axis and spans the occupied range, then E + iγ is outside the disc for every E above the upper crossing point. For E well within the occupied range and small γ it is inside. There the unoccupied part of G(z) is minus the contour integral, without any subtraction; subtracting as before would keep the occupied terms and count the unoccupied ones twice.

The result supports removing occupied states from a core-level spectrum without computing them one by one, within an independent-particle picture with finitely many discrete levels, sharp occupations and one constant broadening. If the integral is evaluated numerically by a quadrature, there is an additional error, which is not estimated here. Nor are continuous spectra, fractional occupations or an energy-dependent γ treated.

### How Lean gets from Cauchy's theorem to the spectrum

`integral_pole_outside` is the statement J(a) = 0 for a outside. It applies Mathlib's version of Cauchy's theorem, which asks for continuity on the closed disc and differentiability in the open one. Both follow because s − a has no zero there. The value J(a) = 2πi for a inside is taken from Mathlib as `circleIntegral.integral_sub_inv_of_mem_ball`.

`integral_two_poles` is the partial-fraction step. The two simple-pole integrands are continuous on the circle, hence integrable, so the difference of integrals can be written as one integral. It then remains to compare the integrands at each s on the circle. The facts `h1`, `h2` and `h3` say that s − a, z − s and z − a each multiply with their inverse to 1, and `linear_combination` assembles the identity from them.

`integral_same_side` collects the cases that give zero. Its hypothesis is J(a) = J(z), which covers two points inside as well as two points outside. The proof splits on whether a = z. For distinct points the bracket J(a) − J(z) vanishes. For equal points the integrand is rewritten as −w (s − a)⁻², and Mathlib supplies the zero integral for integer powers other than −1, which is the primitive argument above.

`contourFilter_poleSum` exchanges the finite sum with the integral. Each term is continuous on the circle because neither its pole nor z lies there.

The main theorem then works term by term. `Finset.sum_filter` turns the sum over inside poles into a sum over all i with zero for the others, and `by_cases` asks whether `e i` is in the open disc. If it is, `integral_two_poles` gives 2πi · w_i/(z − e_i) and the prefactor cancels. If it isn't, `he` excludes the circle, so `e i` is outside the closed disc and `integral_same_side` gives zero. The theorem for z inside has the same structure with the two cases exchanged.

For the absorption formula, the full sum G(z) is split into inside and outside poles. The main theorem identifies the contour integral with the first part, which cancels. The imaginary part is taken through the remaining sum, and `Complex.div_im` computes it for one term from the real part E − e_i and the imaginary part γ of the denominator. A final `ring` brings the expression to the Lorentzian form.
